# Large-wavevector limit of the STLS local-field factor on a finite grid: $G \to 1 - g(0)$

Let $p_j$ be finitely many fixed vectors in a real inner-product space, let $c_j$ be real weights, and define for vectors $q, p$ the kernel
$$K(q,p) = \frac{q\cdot(q-p)}{|q-p|^2}.$$
Then $\sum_j c_j K(q,p_j) \to \sum_j c_j$ as $|q|\to\infty$, uniformly in the direction of $q$.

In the scheme of Singwi, Tosi, Land and Sjölander (STLS) for the three-dimensional electron gas of density $n$ with static structure factor $S$, the local-field factor and the pair distribution at zero separation are
$$G(q) = -\frac1n\int\!\frac{d^3p}{(2\pi)^3}\,[S(p)-1]\,K(q,p), \qquad g(0) = 1+\frac1n\int\!\frac{d^3p}{(2\pi)^3}\,[S(p)-1].$$
A quadrature with nodes $p_j$ and weights $w_j$ that absorb $1/((2\pi)^3 n)$ turns both integrals into sums with $c_j = w_j(S(p_j)-1)$, and the result reads $G(q)\to 1-g(0)$. With $v$ the Coulomb interaction, $-v(q)G(q)$ is the frequency-independent STLS approximation to the exchange-correlation kernel, which corrects the random-phase approximation. The limit gives the short-wavelength behaviour of this approximation on a fixed finite grid, not that of the exact static kernel.

## Distance of the kernel from one

For $q\ne p$, write $q=(q-p)+p$ in the first factor of the numerator:
$$K(q,p)-1=\frac{p\cdot(q-p)}{|q-p|^2}.$$
Cauchy–Schwarz gives $|K-1|\le |p|/|q-p|$. For a radius $R$ with $|p|\le R<|q|$, the reverse triangle inequality gives $|q-p|\ge|q|-|p|\ge|q|-R>0$, so
$$|K(q,p)-1|\le\frac{|p|}{|q|-R}.$$
With $R=|p|$ the right side vanishes as $|q|\to\infty$, so $K\to1$, and a finite weighted sum follows term by term. If all $|p_j|\le R<|q|$, the triangle inequality gives
$$\Big|\sum_j c_jK(q,p_j)-\sum_j c_j\Big|\le\frac{\sum_j|c_j||p_j|}{|q|-R}.$$
The single-node bound with $R=|p|$ is attained: for $p\neq0$ and $q=tp$ with $t>1$, $q-p=(t-1)p$, so $K-1=1/(t-1)=|p|/(|q|-|p|)$.

## Cancellation for a pair $\pm p$

Let $q\ne\pm p$ and set $a=q\cdot p$, $P=|p|^2$, $Q=|q|^2$, so that $|q\pm p|^2=Q+P\pm2a$. Then
$$K(q,p)+K(q,-p)-2=\frac{a-P}{|q-p|^2}-\frac{a+P}{|q+p|^2}.$$
Over the common denominator $|q-p|^2|q+p|^2$ the numerator is
$$(a-P)(Q+P+2a)-(a+P)(Q+P-2a)=4a^2-2P(Q+P).$$
Since $0\le4a^2\le4QP\le4P(Q+P)$, its modulus is at most $2P(Q+P)$.

## Kernel, local-field factor and on-top value in Lean

```lean
import Mathlib

open Filter Topology
open scoped InnerProductSpace

namespace STLSLargeWavevector

noncomputable section

variable {E : Type*} [NormedAddCommGroup E] [InnerProductSpace ℝ E] {ι : Type*}
```

Wavevectors lie in `E`, any real inner-product space; `⟪q, p⟫_ℝ` is the dot product, and `ι` labels the nodes. No dimension is fixed, although $K$ is the kernel of the three-dimensional Coulomb interaction.

```lean
/-- The STLS kernel `q · (q - p) / |q - p|²`. -/
def stlsKernel (q p : E) : ℝ := ⟪q, q - p⟫_ℝ / ‖q - p‖ ^ 2
```

At $q=p$ Lean's division by zero gives $K=0$; the identities exclude this point, and the limits never see it.

```lean
/-- Discretized STLS local-field factor `G(q) = -∑ w_j (S(p_j) - 1) K(q, p_j)`, with nodes `p_j`,
structure factor `S` and quadrature weights `w_j` that absorb the factor `1 / ((2π)³ n)`. -/
def localField (s : Finset ι) (w : ι → ℝ) (p : ι → E) (S : E → ℝ) (q : E) : ℝ :=
  -∑ j ∈ s, w j * (S (p j) - 1) * stlsKernel q (p j)

/-- Discretized on-top pair distribution `g(0) = 1 + ∑ w_j (S(p_j) - 1)` on the same grid. -/
def onTopPair (s : Finset ι) (w : ι → ℝ) (p : ι → E) (S : E → ℝ) : ℝ :=
  1 + ∑ j ∈ s, w j * (S (p j) - 1)
```

The finite set `s` is the grid. The weights `w` have any sign, and `S` is an arbitrary function of the vector, which need be neither isotropic nor self-consistent with $G$. The nodes do not depend on $q$. The continuum integrals, where the limit must be exchanged with an integral over unbounded $p$, are not treated, and `onTopPair` is the grid value of $g(0)$ by definition.

## Bounds for one node and for the sum

```lean
/-- Away from `q = p`, the kernel differs from one by `p · (q - p) / |q - p|²`. -/
theorem kernel_sub_one {q p : E} (h : q ≠ p) :
    stlsKernel q p - 1 = ⟪p, q - p⟫_ℝ / ‖q - p‖ ^ 2 := by
  have hn : ‖q - p‖ ≠ 0 := norm_ne_zero_iff.mpr (sub_ne_zero.mpr h)
  -- split q = (q - p) + p in the first slot
  have h1 : ⟪q, q - p⟫_ℝ = ‖q - p‖ ^ 2 + ⟪p, q - p⟫_ℝ := by
    rw [← real_inner_self_eq_norm_sq, ← inner_add_left, sub_add_cancel]
  unfold stlsKernel
  rw [h1, add_div, div_self (pow_ne_zero 2 hn)]
  ring
```

`h1` is the split $q=(q-p)+p$, and `div_self` produces the $1$.

```lean
/-- Away from `q = p`, the kernel is within `|p| / |q - p|` of one. -/
theorem abs_kernel_sub_one_le {q p : E} (h : q ≠ p) :
    |stlsKernel q p - 1| ≤ ‖p‖ / ‖q - p‖ := by
  have hn : 0 < ‖q - p‖ := norm_pos_iff.mpr (sub_ne_zero.mpr h)
  rw [kernel_sub_one h, abs_div, abs_of_pos (pow_pos hn 2), div_le_div_iff₀ (pow_pos hn 2) hn]
  -- Cauchy-Schwarz
  calc |⟪p, q - p⟫_ℝ| * ‖q - p‖ ≤ ‖p‖ * ‖q - p‖ * ‖q - p‖ :=
        mul_le_mul_of_nonneg_right (abs_real_inner_le_norm p (q - p)) hn.le
    _ = ‖p‖ * ‖q - p‖ ^ 2 := by ring
```

After clearing denominators, `abs_real_inner_le_norm` is Cauchy–Schwarz.

```lean
/-- If `|p| ≤ R < |q|`, the kernel is within `|p| / (|q| - R)` of one. -/
theorem abs_kernel_sub_one_le_of_lt {q p : E} {R : ℝ} (hp : ‖p‖ ≤ R) (hq : R < ‖q‖) :
    |stlsKernel q p - 1| ≤ ‖p‖ / (‖q‖ - R) := by
  have hne : q ≠ p := by
    intro h
    rw [h] at hq
    linarith
  refine (abs_kernel_sub_one_le hne).trans ?_
  -- reverse triangle inequality
  have h1 := norm_sub_norm_le q p
  have h2 : ‖q‖ - R ≤ ‖q - p‖ := by linarith
  exact div_le_div_of_nonneg_left (norm_nonneg _) (sub_pos.mpr hq) h2
```

The hypotheses force $q\ne p$ (`hne`), and `norm_sub_norm_le` is the reverse triangle inequality.

```lean
/-- For `q = t p` with `p ≠ 0` and `t > 1`, the kernel exceeds one by exactly
`|p| / (|q| - |p|)`. -/
theorem kernel_sub_one_collinear {p : E} (hp : p ≠ 0) {t : ℝ} (ht : 1 < t) :
    stlsKernel (t • p) p - 1 = ‖p‖ / (‖t • p‖ - ‖p‖) := by
  have hP : 0 < ‖p‖ := norm_pos_iff.mpr hp
  have ht1 : 0 < t - 1 := sub_pos.mpr ht
  have ht0 : 0 ≤ t := by linarith
  have e : t • p - p = (t - 1) • p := by rw [sub_smul, one_smul]
  have hne : t • p ≠ p := by
    rw [← sub_ne_zero, e]
    exact smul_ne_zero ht1.ne' hp
  have n1 : ‖(t - 1) • p‖ = (t - 1) * ‖p‖ := by rw [norm_smul, Real.norm_of_nonneg ht1.le]
  have n2 : ‖t • p‖ = t * ‖p‖ := by rw [norm_smul, Real.norm_of_nonneg ht0]
  have hpos : 0 < (t - 1) * ‖p‖ := mul_pos ht1 hP
  have hpos' : 0 < t * ‖p‖ - ‖p‖ := by nlinarith
  rw [kernel_sub_one hne, e, real_inner_smul_right, real_inner_self_eq_norm_sq, n1, n2,
    div_eq_div_iff (pow_pos hpos 2).ne' hpos'.ne']
  ring
```

Step `e` is $tp-p=(t-1)p$; `n1` and `n2` evaluate the norms before cross-multiplication.

```lean
/-- If all nodes satisfy `|p_j| ≤ R < |q|`, the weighted kernel sum differs from `∑ c_j` by at
most `(∑ |c_j| |p_j|) / (|q| - R)`. -/
theorem abs_sum_sub_le (s : Finset ι) (c : ι → ℝ) (p : ι → E) {q : E} {R : ℝ}
    (hp : ∀ j ∈ s, ‖p j‖ ≤ R) (hq : R < ‖q‖) :
    |∑ j ∈ s, c j * stlsKernel q (p j) - ∑ j ∈ s, c j|
      ≤ (∑ j ∈ s, |c j| * ‖p j‖) / (‖q‖ - R) := by
  rw [← Finset.sum_sub_distrib, Finset.sum_div]
  refine (Finset.abs_sum_le_sum_abs _ _).trans (Finset.sum_le_sum fun j hj => ?_)
  calc |c j * stlsKernel q (p j) - c j| = |c j * (stlsKernel q (p j) - 1)| := by
        congr 1
        ring
    _ = |c j| * |stlsKernel q (p j) - 1| := abs_mul _ _
    _ ≤ |c j| * (‖p j‖ / (‖q‖ - R)) :=
        mul_le_mul_of_nonneg_left (abs_kernel_sub_one_le_of_lt (hp j hj) hq) (abs_nonneg _)
    _ = |c j| * ‖p j‖ / (‖q‖ - R) := (mul_div_assoc _ _ _).symm
```

`Finset.abs_sum_le_sum_abs` reduces the claim to one node at a time, where the bound with radius $R$ is multiplied by $|c_j|$.

## The limits

```lean
/-- For fixed `p`, the kernel tends to one as `|q| → ∞`. -/
theorem kernel_tendsto (p : E) :
    Tendsto (fun q : E => stlsKernel q p) (comap norm atTop) (𝓝 1) := by
  have hq : Tendsto (fun q : E => ‖q‖) (comap norm atTop) atTop := tendsto_comap
  have h0 : Tendsto (fun q : E => ‖q‖ - ‖p‖) (comap norm atTop) atTop := by
    simp only [sub_eq_add_neg]
    exact tendsto_atTop_add_const_right _ _ hq
  have h1 : Tendsto (fun q : E => ‖p‖ / (‖q‖ - ‖p‖)) (comap norm atTop) (𝓝 0) :=
    Tendsto.div_atTop tendsto_const_nhds h0
  -- squeeze once |q| exceeds |p|
  rw [tendsto_iff_norm_sub_tendsto_zero]
  refine squeeze_zero' (Eventually.of_forall fun _ => norm_nonneg _) ?_ h1
  filter_upwards [hq.eventually_gt_atTop ‖p‖] with q hq'
  rw [Real.norm_eq_abs]
  exact abs_kernel_sub_one_le_of_lt le_rfl hq'
```

The filter `comap norm atTop` expresses $|q|\to\infty$: a property holds eventually if it holds for every $q$ outside some ball, which makes the limit uniform in direction. If `E` is the zero space, no such $q$ exists for a ball of positive radius and the statement is vacuous. In the proof `h1` says $|p|/(|q|-|p|)\to0$, and `squeeze_zero'` applies the bound with $R=|p|$ once $|q|>|p|$.

```lean
/-- For finitely many nodes `p_j` and real weights `c_j`, the sum of
`c_j q · (q - p_j) / |q - p_j|²` tends to `∑ c_j` as `|q| → ∞`. -/
theorem sum_kernel_tendsto (s : Finset ι) (c : ι → ℝ) (p : ι → E) :
    Tendsto (fun q : E => ∑ j ∈ s, c j * stlsKernel q (p j)) (comap norm atTop)
      (𝓝 (∑ j ∈ s, c j)) := by
  have h : Tendsto (fun q : E => ∑ j ∈ s, c j * stlsKernel q (p j)) (comap norm atTop)
      (𝓝 (∑ j ∈ s, c j * 1)) :=
    tendsto_finsetSum s fun j _ => (kernel_tendsto (p j)).const_mul (c j)
  simpa only [mul_one] using h
```

This is the opening claim; `tendsto_finsetSum` adds the finitely many limits $c_j\cdot1$.

```lean
/-- The discretized STLS local-field factor tends to `1 - g(0)` as `|q| → ∞`. -/
theorem localField_tendsto (s : Finset ι) (w : ι → ℝ) (p : ι → E) (S : E → ℝ) :
    Tendsto (localField s w p S) (comap norm atTop) (𝓝 (1 - onTopPair s w p S)) := by
  have h := (sum_kernel_tendsto s (fun j => w j * (S (p j) - 1)) p).neg
  have e : 1 - onTopPair s w p S = -∑ j ∈ s, w j * (S (p j) - 1) := by
    unfold onTopPair
    ring
  rw [e]
  exact h
```

Here $c_j=w_j(S(p_j)-1)$, the sum is negated, and `e` identifies $-\sum_jc_j$ with $1-g(0)$.

## The inversion pair in Lean

```lean
/-- For `q ≠ ±p`, the kernels of the inversion pair `p, -p` add up to two plus
`(4 (q · p)² - 2 |p|² (|q|² + |p|²)) / (|q - p|² |q + p|²)`. -/
theorem kernel_pair {q p : E} (hm : q ≠ p) (hp : q ≠ -p) :
    stlsKernel q p + stlsKernel q (-p) - 2
      = (4 * ⟪q, p⟫_ℝ ^ 2 - 2 * ‖p‖ ^ 2 * (‖q‖ ^ 2 + ‖p‖ ^ 2))
        / (‖q - p‖ ^ 2 * ‖q + p‖ ^ 2) := by
  have hA0 : ‖q - p‖ ^ 2 ≠ 0 := pow_ne_zero 2 (norm_ne_zero_iff.mpr (sub_ne_zero.mpr hm))
  have hB0 : ‖q + p‖ ^ 2 ≠ 0 :=
    pow_ne_zero 2 (norm_ne_zero_iff.mpr fun h => hp (eq_neg_of_add_eq_zero_left h))
  have i1 : ⟪p, q - p⟫_ℝ = ⟪q, p⟫_ℝ - ‖p‖ ^ 2 := by
    rw [inner_sub_right, real_inner_self_eq_norm_sq, real_inner_comm q p]
  have i2 : ⟪-p, q - -p⟫_ℝ = -(⟪q, p⟫_ℝ + ‖p‖ ^ 2) := by
    rw [sub_neg_eq_add, inner_neg_left, inner_add_right, real_inner_self_eq_norm_sq,
      real_inner_comm q p]
  have h1 := kernel_sub_one hm
  have h2 := kernel_sub_one hp
  rw [i1] at h1
  rw [i2, sub_neg_eq_add] at h2
  -- over the common denominator the terms linear in q · p cancel
  have hnum : (⟪q, p⟫_ℝ - ‖p‖ ^ 2) * ‖q + p‖ ^ 2 + ‖q - p‖ ^ 2 * -(⟪q, p⟫_ℝ + ‖p‖ ^ 2)
      = 4 * ⟪q, p⟫_ℝ ^ 2 - 2 * ‖p‖ ^ 2 * (‖q‖ ^ 2 + ‖p‖ ^ 2) := by
    rw [norm_add_sq_real, norm_sub_sq_real]
    ring
  calc stlsKernel q p + stlsKernel q (-p) - 2
      = (stlsKernel q p - 1) + (stlsKernel q (-p) - 1) := by ring
    _ = _ := by rw [h1, h2, div_add_div _ _ hA0 hB0, hnum]
```

`i1` and `i2` give the numerators $a-P$ and $-(a+P)$, and `hnum` is the expansion to $4a^2-2P(Q+P)$.

```lean
/-- For `q ≠ ±p`, the summed kernels of the pair `p, -p` are within
`2 |p|² (|q|² + |p|²) / (|q - p|² |q + p|²)` of two. -/
theorem abs_kernel_pair_le {q p : E} (hm : q ≠ p) (hp : q ≠ -p) :
    |stlsKernel q p + stlsKernel q (-p) - 2|
      ≤ 2 * ‖p‖ ^ 2 * (‖q‖ ^ 2 + ‖p‖ ^ 2) / (‖q - p‖ ^ 2 * ‖q + p‖ ^ 2) := by
  have hD : 0 ≤ ‖q - p‖ ^ 2 * ‖q + p‖ ^ 2 := by positivity
  have ha : ⟪q, p⟫_ℝ ^ 2 ≤ (‖q‖ * ‖p‖) ^ 2 := by
    rw [← sq_abs ⟪q, p⟫_ℝ]
    exact pow_le_pow_left₀ (abs_nonneg _) (abs_real_inner_le_norm q p) 2
  rw [kernel_pair hm hp, abs_div, abs_of_nonneg hD]
  refine div_le_div_of_nonneg_right (abs_le.mpr ⟨?_, ?_⟩) hD
  · nlinarith [sq_nonneg ⟪q, p⟫_ℝ]
  · nlinarith [sq_nonneg (‖p‖ ^ 2)]

end

end STLSLargeWavevector
```

`ha` is $a^2\le QP$; the two `nlinarith` calls are the lower and upper estimates of the numerator.

```lean
#print axioms STLSLargeWavevector.kernel_sub_one_collinear
#print axioms STLSLargeWavevector.abs_sum_sub_le
#print axioms STLSLargeWavevector.localField_tendsto
#print axioms STLSLargeWavevector.abs_kernel_pair_le
```

```
'STLSLargeWavevector.kernel_sub_one_collinear' depends on axioms: [propext, Classical.choice, Quot.sound]
'STLSLargeWavevector.abs_sum_sub_le' depends on axioms: [propext, Classical.choice, Quot.sound]
'STLSLargeWavevector.localField_tendsto' depends on axioms: [propext, Classical.choice, Quot.sound]
'STLSLargeWavevector.abs_kernel_pair_le' depends on axioms: [propext, Classical.choice, Quot.sound]
```

## One dimension, and a grid of radius $R$

The following consequences are drawn from the theorems without a Lean statement of their own. On an empty grid $G=0$ and $g(0)=1$. For `E` equal to $\mathbb R$ and $q>p>0$, one node gives $K=q/(q-p)$, the collinear case, and the pair gives $K(q,p)+K(q,-p)-2=2p^2/(q^2-p^2)$.

A code that evaluates $G$ by the sum `localField`, with fixed nodes within radius $R$, can compute $g(0)$ with the same weights and compare $G(q)$ at $|q|>R$ with $1-g(0)$; the difference is at most $\sum_j|c_j||p_j|/(|q|-R)$. If the grid consists of pairs $\pm p_j$ with equal $c_j$, summing the pair bound shows that the difference is at most a constant times $|q|^{-2}$ for large $|q|$, whereas the general bound decays only as $|q|^{-1}$. Both are upper bounds, and in particular directions the decay can be faster. For $|q|\le R$ the bound on the weighted sum does not apply.
